# With one electron in every hydrogenic ns shell, 1s supplies more than four fifths of the density at the nucleus

I model the electron density at a nucleus by adding the squares of hydrogenic $ns$ orbitals at $r=0$, all with the same bare charge $Z$ and one electron in each shell. The contributions fall off as $1/n^3$, but there are infinitely many shells. Can the outer ones together rival 1s? I ask because a Mössbauer isomer shift depends on the difference between the contact densities of two materials, and the simplest picture of that difference changes only the occupations of the valence shells. How small is that difference compared with the 1s part that I subtract away?

## Beyond 1s, all shells together give less than a quarter of the 1s density

The first choice is whether to postulate the $1/n^3$ law or to start from the orbital. Here the orbital is the starting point, and the law follows. In atomic units, for a point nucleus of charge $Z>0$ and $n\ge 1$, take

$$\psi_n(r)=\sqrt{\frac{Z^3}{\pi n^5}}\;e^{-Zr/n}\,L\!\left(\frac{2Zr}{n}\right),\qquad L(x)=\sum_{k=0}^{n-1}\binom{n}{k+1}\frac{(-x)^k}{k!},$$

where $L$ is the associated Laguerre polynomial of degree $n-1$ and upper index 1. At $r=0$ the exponential is 1 and only the $k=0$ term of $L$ survives, so $L(0)=n$. The contact density of one $ns$ electron is therefore

$$\rho_n=\psi_n(0)^2=\frac{Z^3}{\pi n^5}\,n^2=\frac{Z^3}{\pi n^3}.$$

Let $D_N=\sum_{n>N}\rho_n$ be the total from the shells beyond $N$. To bound it, trap $1/n^3$ between differences that telescope. From above, for $n\ge 2$,

$$\frac{1}{2(n-1)n}-\frac{1}{2n(n+1)}=\frac{1}{n(n^2-1)}>\frac1{n^3}.$$

From below, for $n\ge 1$,

$$\frac1{n^3}-\left(\frac{1}{2n^2}-\frac{1}{2(n+1)^2}\right)=\frac{3n+2}{2n^3(n+1)^2}>0.$$

Summing over $n=N+1,N+2,\dots$ leaves only the first term of each telescoping series. For $N\ge1$,

$$\frac{Z^3}{2\pi(N+1)^2}<D_N<\frac{Z^3}{2\pi N(N+1)}<\frac{Z^3}{2\pi N^2}.$$

At $N=1$ the middle bound reads $D_1<Z^3/(4\pi)=\rho_1/4$. The sum over all shells is then $D_0=\rho_1+D_1<\tfrac54\rho_1$, which means $\rho_1>\tfrac45D_0$. The looser bound with $N^2$ would give only $D_1<\rho_1/2$, and hence a share of two thirds.

## From 6s outwards, a change of occupations counts for less than a thirtieth of one 1s electron

Let $p_n$ and $q_n$ be two sets of occupations, each between 0 and 2, that differ only in shells $n>N$ with $N\ge1$. No shell changes by more than two electrons, so

$$\left|\sum_{n>N}(p_n-q_n)\rho_n\right|\le 2D_N<\frac{\rho_1}{N(N+1)}.$$

If only shells from 6s outwards change, then $N=5$ and the difference is below one thirtieth of the density of a single 1s electron. In this unscreened, non-relativistic model with fixed orbitals, an uncancelled relative error of one sixtieth in the filled 1s shell would already be as large as that bound. When two total densities are subtracted, the core errors must therefore either cancel between them or be much smaller than the valence difference itself.

## What the Lean statements say

`nsOrbital Z n r` is $\psi_n(r)$, with `sLaguerre` for the polynomial, and `contactDensity Z n` is its square at $r=0$. `outerDensity Z N` is $D_N$, written as an infinite sum over $k=0,1,2,\dots$ with $n=N+k+1$. The charge is a real number, so it need not be an integer.

- `outerDensity_bounds` gives the two-sided estimate for $Z>0$ and $N\ge1$. The sharper upper bound is `outerDensity_lt`. The lower bound, `lt_outerDensity`, also holds at $N=0$.
- `four_fifths_lt_1s` states $\tfrac45D_0<\rho_1$.
- `valence_change_lt` is the occupation estimate. The occupations `p` and `q` are real-valued, so fractional ones are allowed, and infinitely many shells may change at once.

The prefactor of the orbital is part of its definition; the file derives neither the normalisation nor the Schrödinger equation. All shells see the same charge, without screening, and the orbitals do not relax when the occupations change. For heavy elements the absence of relativity is serious: the Dirac $s$ density of a point nucleus diverges at $r=0$, so a realistic contact density needs a nucleus of finite size. The inequalities describe the hydrogenic model and give no error bar for a real atom.

```lean
import Mathlib

open Filter Topology Finset

namespace HydrogenicContactDensity

noncomputable section

/-- The associated Laguerre polynomial of degree `n - 1` and upper index 1, for `n ≥ 1`. -/
def sLaguerre (n : ℕ) (x : ℝ) : ℝ :=
  ∑ k ∈ range n, (n.choose (k + 1) : ℝ) * (-x) ^ k / (k.factorial : ℝ)

/-- The hydrogenic `ns` orbital at distance `r` from a point nucleus of charge `Z > 0`, in atomic
units, for `n ≥ 1`. -/
def nsOrbital (Z : ℝ) (n : ℕ) (r : ℝ) : ℝ :=
  Real.sqrt (Z ^ 3 / (Real.pi * (n : ℝ) ^ 5)) * Real.exp (-(Z * r / n)) *
    sLaguerre n (2 * Z * r / n)

/-- The contact density of one `ns` electron: the squared orbital at the nucleus, for `Z > 0` and
`n ≥ 1`. -/
def contactDensity (Z : ℝ) (n : ℕ) : ℝ := nsOrbital Z n 0 ^ 2

/-- The summed contact density of all shells `n > N`, one electron in each, for `Z > 0`. -/
def outerDensity (Z : ℝ) (N : ℕ) : ℝ := ∑' k : ℕ, contactDensity Z (N + k + 1)

/-- For `Z ≥ 0` the contact density of the shell `n = m + 1` is `Z³ / (π n³)`. -/
theorem contactDensity_succ {Z : ℝ} (hZ : 0 ≤ Z) (m : ℕ) :
    contactDensity Z (m + 1) = Z ^ 3 / (Real.pi * ((m : ℝ) + 1) ^ 3) := by
  -- only the constant term of the polynomial survives at the nucleus
  have hL : sLaguerre (m + 1) 0 = (m : ℝ) + 1 := by
    rw [sLaguerre, Finset.sum_range_succ']
    simp
  simp only [contactDensity, nsOrbital, mul_zero, zero_div, neg_zero, Real.exp_zero,
    mul_one, hL]
  rw [mul_pow, Real.sq_sqrt (by positivity)]
  push_cast
  field_simp

/-- For `Z ≥ 0` the contact densities of the shells `n > N` have a convergent sum. -/
theorem summable_contactDensity {Z : ℝ} (hZ : 0 ≤ Z) (N : ℕ) :
    Summable (fun k : ℕ => contactDensity Z (N + k + 1)) := by
  have h := ((summable_nat_add_iff (N + 1)).2
    (Real.summable_one_div_nat_pow.2 (by norm_num : 1 < 3))).mul_left (Z ^ 3 / Real.pi)
  have e : (fun k : ℕ => contactDensity Z (N + k + 1)) =
      fun k : ℕ => Z ^ 3 / Real.pi * (1 / ((k + (N + 1) : ℕ) : ℝ) ^ 3) := by
    funext k
    have hk : ((k + (N + 1) : ℕ) : ℝ) = ((N + k : ℕ) : ℝ) + 1 := by
      push_cast
      ring
    rw [contactDensity_succ hZ, hk, div_mul_div_comm, mul_one]
  rw [e]
  exact h

/-- If `v` decreases to zero along `a, a + 1, a + 2, ...`, its successive drops add up
to `v a`. -/
theorem hasSum_telescope {v : ℝ → ℝ} {a : ℝ} (hv : ∀ k : ℕ, v (a + k + 1) ≤ v (a + k))
    (h0 : Tendsto (fun k : ℕ => v (a + k)) atTop (𝓝 0)) :
    HasSum (fun k : ℕ => v (a + k) - v (a + k + 1)) (v a) := by
  rw [hasSum_iff_tendsto_nat_of_nonneg (fun k => sub_nonneg.2 (hv k))]
  have e : ∀ n : ℕ, ∑ k ∈ range n, (v (a + k) - v (a + k + 1)) = v a - v (a + n) := by
    intro n
    induction n with
    | zero => simp
    | succ n ih =>
      rw [Finset.sum_range_succ, ih]
      push_cast
      rw [← add_assoc]
      ring
  simp only [e]
  simpa using h0.const_sub (v a)

/-- For `Z > 0` and `N ≥ 1` the shells `n > N` together contribute less than
`Z³ / (2π N (N + 1))`. -/
theorem outerDensity_lt {Z : ℝ} (hZ : 0 < Z) {N : ℕ} (hN : 1 ≤ N) :
    outerDensity Z N < Z ^ 3 / (2 * Real.pi * ((N : ℝ) * (N + 1))) := by
  have hN' : (1 : ℝ) ≤ N := by exact_mod_cast hN
  have hc : 0 < Z ^ 3 / Real.pi := by positivity
  -- each inverse cube lies below a telescoping difference
  have step : ∀ y : ℝ, 0 < y →
      1 / (y + 1) ^ 3 < 1 / (2 * (y * (y + 1))) - 1 / (2 * ((y + 1) * (y + 1 + 1))) := by
    intro y hy
    have h : 1 / (2 * (y * (y + 1))) - 1 / (2 * ((y + 1) * (y + 1 + 1))) - 1 / (y + 1) ^ 3
        = 1 / (y * (y + 1) ^ 3 * (y + 1 + 1)) := by
      field_simp
      ring
    have h' : 0 < 1 / (y * (y + 1) ^ 3 * (y + 1 + 1)) := by positivity
    linarith
  have hpos : ∀ k : ℕ, 0 < (N : ℝ) + k := fun k => by positivity
  have T : HasSum (fun k : ℕ => 1 / (2 * (((N : ℝ) + k) * ((N : ℝ) + k + 1))) -
      1 / (2 * (((N : ℝ) + k + 1) * ((N : ℝ) + k + 1 + 1))))
      (1 / (2 * ((N : ℝ) * (N + 1)))) := by
    refine hasSum_telescope (v := fun y => 1 / (2 * (y * (y + 1)))) (fun k => ?_) ?_
    · have h := step _ (hpos k)
      have h' : 0 < 1 / ((N : ℝ) + k + 1) ^ 3 := by positivity
      show 1 / (2 * (((N : ℝ) + k + 1) * ((N : ℝ) + k + 1 + 1))) ≤
        1 / (2 * (((N : ℝ) + k) * ((N : ℝ) + k + 1)))
      linarith
    · refine squeeze_zero (fun k => by positivity) (fun k => ?_)
        (tendsto_one_div_add_atTop_nhds_zero_nat (𝕜 := ℝ))
      have hk : (0 : ℝ) ≤ k := Nat.cast_nonneg k
      refine one_div_le_one_div_of_le (by positivity) ?_
      nlinarith [mul_nonneg (by linarith : (0 : ℝ) ≤ N + k - 1)
        (by linarith : (0 : ℝ) ≤ N + k + 1)]
  have hlt : ∀ k : ℕ, contactDensity Z (N + k + 1) < Z ^ 3 / Real.pi *
      (1 / (2 * (((N : ℝ) + k) * ((N : ℝ) + k + 1))) -
        1 / (2 * (((N : ℝ) + k + 1) * ((N : ℝ) + k + 1 + 1)))) := by
    intro k
    have h := mul_lt_mul_of_pos_left (step _ (hpos k)) hc
    rw [div_mul_div_comm, mul_one] at h
    rw [contactDensity_succ hZ.le, Nat.cast_add]
    exact h
  have hs : HasSum (fun k : ℕ => contactDensity Z (N + k + 1)) (outerDensity Z N) :=
    (summable_contactDensity hZ.le N).hasSum
  have main : outerDensity Z N < Z ^ 3 / Real.pi * (1 / (2 * ((N : ℝ) * (N + 1)))) := by
    refine hasSum_lt (i := 0) ?_ ?_ hs (T.mul_left (Z ^ 3 / Real.pi))
    · exact fun k => (hlt k).le
    · exact hlt 0
  rw [div_mul_div_comm, mul_one, ← mul_assoc, mul_comm Real.pi 2] at main
  exact main

/-- For `Z > 0` the shells `n > N` together contribute more than `Z³ / (2π (N + 1)²)`. -/
theorem lt_outerDensity {Z : ℝ} (hZ : 0 < Z) (N : ℕ) :
    Z ^ 3 / (2 * Real.pi * ((N : ℝ) + 1) ^ 2) < outerDensity Z N := by
  have hc : 0 < Z ^ 3 / Real.pi := by positivity
  -- each inverse cube lies above a telescoping difference
  have step : ∀ x : ℝ, 0 < x → 1 / (2 * x ^ 2) - 1 / (2 * (x + 1) ^ 2) < 1 / x ^ 3 := by
    intro x hx
    have h : 1 / x ^ 3 - (1 / (2 * x ^ 2) - 1 / (2 * (x + 1) ^ 2))
        = (3 * x + 2) / (2 * x ^ 3 * (x + 1) ^ 2) := by
      field_simp
      ring
    have h' : 0 < (3 * x + 2) / (2 * x ^ 3 * (x + 1) ^ 2) := by positivity
    linarith
  have T : HasSum (fun k : ℕ => 1 / (2 * ((N : ℝ) + 1 + k) ^ 2) -
      1 / (2 * ((N : ℝ) + 1 + k + 1) ^ 2)) (1 / (2 * ((N : ℝ) + 1) ^ 2)) := by
    refine hasSum_telescope (v := fun y => 1 / (2 * y ^ 2)) (fun k => ?_) ?_
    · have hx : 0 < (N : ℝ) + 1 + k := by positivity
      exact one_div_le_one_div_of_le (by positivity) (by nlinarith)
    · refine squeeze_zero (fun k => by positivity) (fun k => ?_)
        (tendsto_one_div_add_atTop_nhds_zero_nat (𝕜 := ℝ))
      have hk : (0 : ℝ) ≤ k := Nat.cast_nonneg k
      have hn : (0 : ℝ) ≤ N := Nat.cast_nonneg N
      refine one_div_le_one_div_of_le (by positivity) ?_
      nlinarith [mul_nonneg (by linarith : (0 : ℝ) ≤ N + k)
        (by linarith : (0 : ℝ) ≤ N + 1 + k)]
  have hlt : ∀ k : ℕ, Z ^ 3 / Real.pi * (1 / (2 * ((N : ℝ) + 1 + k) ^ 2) -
      1 / (2 * ((N : ℝ) + 1 + k + 1) ^ 2)) < contactDensity Z (N + k + 1) := by
    intro k
    have e : (N : ℝ) + 1 + k = N + k + 1 := by ring
    have h := mul_lt_mul_of_pos_left (step ((N : ℝ) + k + 1) (by positivity)) hc
    rw [div_mul_div_comm, mul_one] at h
    rw [contactDensity_succ hZ.le, Nat.cast_add, e]
    exact h
  have hs : HasSum (fun k : ℕ => contactDensity Z (N + k + 1)) (outerDensity Z N) :=
    (summable_contactDensity hZ.le N).hasSum
  have main : Z ^ 3 / Real.pi * (1 / (2 * ((N : ℝ) + 1) ^ 2)) < outerDensity Z N := by
    refine hasSum_lt (i := 0) ?_ ?_ (T.mul_left (Z ^ 3 / Real.pi)) hs
    · exact fun k => (hlt k).le
    · exact hlt 0
  rw [div_mul_div_comm, mul_one, ← mul_assoc, mul_comm Real.pi 2] at main
  exact main

/-- For `Z > 0` and `N ≥ 1` the total contact density of all shells `n > N` lies strictly
between `Z³ / (2π (N + 1)²)` and `Z³ / (2π N²)`. -/
theorem outerDensity_bounds {Z : ℝ} (hZ : 0 < Z) {N : ℕ} (hN : 1 ≤ N) :
    Z ^ 3 / (2 * Real.pi * ((N : ℝ) + 1) ^ 2) < outerDensity Z N ∧
      outerDensity Z N < Z ^ 3 / (2 * Real.pi * (N : ℝ) ^ 2) := by
  have hN' : (0 : ℝ) < N := by exact_mod_cast hN
  refine ⟨lt_outerDensity hZ N, (outerDensity_lt hZ hN).trans ?_⟩
  exact div_lt_div_of_pos_left (by positivity) (by positivity)
    (mul_lt_mul_of_pos_left (by nlinarith) (by positivity))

/-- For `Z > 0` the 1s shell alone supplies more than four fifths of the contact density
summed over all shells `n ≥ 1`, one electron in each. -/
theorem four_fifths_lt_1s {Z : ℝ} (hZ : 0 < Z) :
    4 / 5 * outerDensity Z 0 < contactDensity Z 1 := by
  -- split off the 1s term
  have split : outerDensity Z 0 = contactDensity Z 1 + outerDensity Z 1 := by
    unfold outerDensity
    rw [(summable_contactDensity hZ.le 0).tsum_eq_zero_add]
    congr 1
    exact tsum_congr fun k => congrArg (contactDensity Z) (by omega)
  have h1 : contactDensity Z 1 = Z ^ 3 / Real.pi := by
    simpa using contactDensity_succ hZ.le 0
  have h2 := outerDensity_lt hZ (le_refl 1)
  have h3 : Z ^ 3 / (2 * Real.pi * (((1 : ℕ) : ℝ) * (((1 : ℕ) : ℝ) + 1)))
      = Z ^ 3 / Real.pi / 4 := by
    rw [div_div]
    congr 1
    push_cast
    ring
  rw [h3] at h2
  rw [split, h1]
  linarith

/-- For `Z > 0` and `N ≥ 1`, changing the occupations of the shells `n > N` from `q` to `p`,
all between 0 and 2, changes the contact density by less than that of one 1s electron
divided by `N (N + 1)`. -/
theorem valence_change_lt {Z : ℝ} (hZ : 0 < Z) {N : ℕ} (hN : 1 ≤ N) (p q : ℕ → ℝ)
    (hp : ∀ n, 0 ≤ p n ∧ p n ≤ 2) (hq : ∀ n, 0 ≤ q n ∧ q n ≤ 2) :
    |∑' k : ℕ, (p (N + k + 1) - q (N + k + 1)) * contactDensity Z (N + k + 1)| <
      contactDensity Z 1 / ((N : ℝ) * (N + 1)) := by
  have hs : HasSum (fun k : ℕ => 2 * contactDensity Z (N + k + 1))
      (2 * outerDensity Z N) := (summable_contactDensity hZ.le N).hasSum.mul_left 2
  -- no shell can change by more than two electrons
  have hb : ∀ k : ℕ, ‖(p (N + k + 1) - q (N + k + 1)) * contactDensity Z (N + k + 1)‖ ≤
      2 * contactDensity Z (N + k + 1) := by
    intro k
    have h0 : 0 ≤ contactDensity Z (N + k + 1) := sq_nonneg _
    rw [Real.norm_eq_abs, abs_mul, abs_of_nonneg h0]
    refine mul_le_mul_of_nonneg_right (abs_le.2 ⟨?_, ?_⟩) h0
    · linarith [(hp (N + k + 1)).1, (hq (N + k + 1)).2]
    · linarith [(hp (N + k + 1)).2, (hq (N + k + 1)).1]
  have h := tsum_of_norm_bounded hs hb
  rw [Real.norm_eq_abs] at h
  have h1 : contactDensity Z 1 = Z ^ 3 / Real.pi := by
    simpa using contactDensity_succ hZ.le 0
  have hN' : (0 : ℝ) < N := by exact_mod_cast hN
  have e : contactDensity Z 1 / ((N : ℝ) * (N + 1)) =
      2 * (Z ^ 3 / (2 * Real.pi * ((N : ℝ) * (N + 1)))) := by
    rw [h1]
    field_simp
  rw [e]
  linarith [outerDensity_lt hZ hN]

end

end HydrogenicContactDensity
```

```lean
#print axioms HydrogenicContactDensity.outerDensity_bounds
-- 'HydrogenicContactDensity.outerDensity_bounds' depends on axioms: [propext, Classical.choice, Quot.sound]
#print axioms HydrogenicContactDensity.four_fifths_lt_1s
-- 'HydrogenicContactDensity.four_fifths_lt_1s' depends on axioms: [propext, Classical.choice, Quot.sound]
#print axioms HydrogenicContactDensity.valence_change_lt
-- 'HydrogenicContactDensity.valence_change_lt' depends on axioms: [propext, Classical.choice, Quot.sound]
```

## From the orbital to the telescoping sums

`contactDensity_succ` evaluates the orbital at the nucleus. It writes the shell as $n=m+1$, splits the constant term off the Laguerre sum to get $L(0)=m+1$, and squares the prefactor.

`summable_contactDensity` proves convergence by comparing the series with a shifted $\sum 1/n^3$. This matters because Lean assigns the value 0 to a divergent infinite sum, and a bound on such a value would say nothing about physics.

`hasSum_telescope` is the telescoping argument in general form. For a function $v$ that decreases to zero along $a,a+1,a+2,\dots$, the drops $v(a+k)-v(a+k+1)$ add up to $v(a)$. An induction gives the partial sum $v(a)-v(a+n)$, and the limit does the rest.

The two bounds apply this lemma with different functions:

- `outerDensity_lt` uses $v(y)=1/(2y(y+1))$ and $a=N$. Its local statement `step` is the upper comparison with $y=n-1$.
- `lt_outerDensity` uses $v(y)=1/(2y^2)$ and $a=N+1$. Its `step` is the lower comparison with $x=n$.

In both, `field_simp` and `ring` verify the exact difference between the two sides, and `positivity` shows that it is positive. A squeeze against $1/(k+1)$ shows that $v$ tends to zero.

`outerDensity_bounds` then combines the two results, using $N^2<N(N+1)$. `four_fifths_lt_1s` splits the 1s term off the full sum and inserts the bound at $N=1$. In `valence_change_lt`, the statement `hb` bounds each term by $2\rho_n$, and `tsum_of_norm_bounded` carries that bound over to the absolute value of the sum.

## How strict inequalities survive an infinite sum

Comparing partial sums and taking the limit gives only $\le$, even when every term satisfies $<$, because a strict inequality between sequences can close up in the limit. The Mathlib lemma `hasSum_lt` deals with this. It asks for four things: $f_k\le g_k$ for every $k$, strict inequality at one index $i$, and a proof that each of the two series converges to its stated sum. It returns a strict inequality between the sums. The reason is simple: the gap $g_i-f_i$ is a fixed positive amount, and no other term can take it back.

Both bounds call the lemma with `(i := 0)`, which is the shell $n=N+1$. Convergence is supplied in the form `HasSum f a`, meaning that the series `f` converges to `a` regardless of the order of its terms. For non-negative terms this is equivalent to convergence of the ordinary partial sums, and `hasSum_telescope` uses that equivalence. This is where its assumption that $v$ decreases comes in: it makes every drop non-negative.
